# In finite dimension, displacements fix a symmetry-constrained Hessian exactly when their symmetry images span

To decide which displacements suffice for computing a Hessian, one must first fix what is known about it beforehand: here, that it is a symmetric linear map on a real inner-product space of displacements and commutes with a group of linear isometries. With finitely many coordinates and no further constraint, its values on a set S determine it exactly when the symmetry images of the displacements in S span the whole space.

In Lean 4 with Mathlib:

```lean
import Mathlib

open scoped InnerProductSpace

namespace HessianFromDisplacements

noncomputable section

variable {G V : Type*} [Group G] [NormedAddCommGroup V] [InnerProductSpace ℝ V]

/-- The harmonic energy `½ ⟨v, H v⟩` of a displacement `v`. -/
def harmonicEnergy (H : V →ₗ[ℝ] V) (v : V) : ℝ := 1 / 2 * inner ℝ v (H v)

/-- A force-constant operator (Hessian) of a system with symmetry group `G`:
a symmetric operator that commutes with every symmetry operation. -/
structure IsForceConstant (ρ : G →* (V ≃ₗᵢ[ℝ] V)) (H : V →ₗ[ℝ] V) : Prop where
  symm : ∀ x y, inner ℝ (H x) y = inner ℝ x (H y)
  comm : ∀ g v, H (ρ g v) = ρ g (H v)

/-- The space spanned by all symmetry images of the displacements in `S`. -/
def orbitSpan (ρ : G →* (V ≃ₗᵢ[ℝ] V)) (S : Set V) : Submodule ℝ V :=
  Submodule.span ℝ {w | ∃ g, ∃ s ∈ S, w = ρ g s}

/-- For a symmetric operator, the harmonic energy is invariant under the group exactly when
the operator is a force-constant operator for that group. -/
theorem energy_invariant_iff (ρ : G →* (V ≃ₗᵢ[ℝ] V)) (H : V →ₗ[ℝ] V)
    (hH : ∀ x y, inner ℝ (H x) y = inner ℝ x (H y)) :
    (∀ g v, harmonicEnergy H (ρ g v) = harmonicEnergy H v) ↔ IsForceConstant ρ H := by
  constructor
  · intro h
    -- polarization recovers the bilinear form from the energy
    have polar : ∀ x y, inner ℝ x (H y) =
        harmonicEnergy H (x + y) - harmonicEnergy H x - harmonicEnergy H y := by
      intro x y
      have h1 := hH y x
      have h2 := real_inner_comm x (H y)
      simp only [harmonicEnergy, map_add, inner_add_left, inner_add_right]
      linarith
    refine ⟨hH, fun g v => ext_inner_left ℝ fun w => ?_⟩
    obtain ⟨u, rfl⟩ := (ρ g).surjective w
    rw [(ρ g).inner_map_map, polar (ρ g u) (ρ g v), polar u v, ← (ρ g).map_add,
      h g (u + v), h g u, h g v]
  · intro h g v
    rw [harmonicEnergy, h.comm, (ρ g).inner_map_map, harmonicEnergy]

/-- The span of the symmetry images of `S` is carried into itself by every operation. -/
theorem orbitSpan_invariant (ρ : G →* (V ≃ₗᵢ[ℝ] V)) (S : Set V) (g : G) {w : V}
    (hw : w ∈ orbitSpan ρ S) : ρ g w ∈ orbitSpan ρ S := by
  have hle : orbitSpan ρ S ≤
      (orbitSpan ρ S).comap ((ρ g).toLinearEquiv : V →ₗ[ℝ] V) := by
    refine Submodule.span_le.2 ?_
    rintro _ ⟨h, s, hs, rfl⟩
    exact Submodule.subset_span ⟨g * h, s, hs, by rw [map_mul]; rfl⟩
  exact hle hw

/-- If the symmetry images of `S` span all displacements, two force-constant operators that
agree on `S` are equal. -/
theorem eq_of_orbitSpan_eq_top {ρ : G →* (V ≃ₗᵢ[ℝ] V)} {S : Set V} {H H' : V →ₗ[ℝ] V}
    (hS : orbitSpan ρ S = ⊤) (hH : IsForceConstant ρ H) (hH' : IsForceConstant ρ H')
    (h : ∀ s ∈ S, H' s = H s) : H' = H := by
  refine LinearMap.ext_on hS ?_
  rintro _ ⟨g, s, hs, rfl⟩
  rw [hH'.comm, hH.comm, h s hs]

/-- In finite dimension there is a force-constant operator `R` that vanishes on the symmetry
images of `S` and differs from the identity only by displacements in their span. -/
theorem exists_blind_operator [FiniteDimensional ℝ V] (ρ : G →* (V ≃ₗᵢ[ℝ] V)) (S : Set V) :
    ∃ R : V →ₗ[ℝ] V, IsForceConstant ρ R ∧ (∀ w ∈ orbitSpan ρ S, R w = 0) ∧
      ∀ v, v - R v ∈ orbitSpan ρ S := by
  have hinv := fun g w hw => orbitSpan_invariant ρ S g (w := w) hw
  generalize orbitSpan ρ S = W at hinv ⊢
  -- `R` is the orthogonal projector onto the complement of `W`
  obtain ⟨R, hperp, hin⟩ : ∃ R : V →ₗ[ℝ] V,
      (∀ v, ∀ w ∈ W, inner ℝ w (R v) = 0) ∧ ∀ v, v - R v ∈ W := by
    refine ⟨LinearMap.id - (W.starProjection : V →ₗ[ℝ] V), fun v => ?_, fun v => ?_⟩
    · exact (W.mem_orthogonal _).1 (W.sub_starProjection_mem_orthogonal v)
    · change v - (v - W.starProjection v) ∈ W
      rw [sub_sub_cancel]
      exact W.starProjection_apply_mem v
  refine ⟨R, ⟨fun x y => ?_, fun g v => ?_⟩, fun w hw => ?_, hin⟩
  · have h1 := hperp x _ (hin y)
    have h2 := hperp y _ (hin x)
    rw [inner_sub_left] at h1 h2
    linarith [real_inner_comm (R x) y, real_inner_comm (R x) (R y)]
  · -- the difference lies both in `W` and in its complement
    have hd : R (ρ g v) - ρ g (R v) ∈ W := by
      have h := W.sub_mem (hinv g _ (hin v)) (hin (ρ g v))
      rw [map_sub] at h
      convert h using 1
      abel
    have ho : ∀ w ∈ W, inner ℝ w (ρ g (R v)) = 0 := by
      intro w hw
      have hg : ρ g (ρ g⁻¹ w) = w := by
        change (ρ g * ρ g⁻¹) w = w
        rw [← map_mul, mul_inv_cancel, map_one]
        rfl
      rw [← hg, (ρ g).inner_map_map]
      exact hperp v _ (hinv g⁻¹ w hw)
    refine sub_eq_zero.1 (inner_self_eq_zero (𝕜 := ℝ).1 ?_)
    rw [inner_sub_right, hperp _ _ hd, ho _ hd, sub_zero]
  · have hm : R w ∈ W := by
      have h := W.sub_mem hw (hin w)
      rwa [sub_sub_cancel] at h
    exact inner_self_eq_zero (𝕜 := ℝ).1 (hperp w _ hm)

/-- In finite dimension, if the symmetry images of `S` do not span, some nonzero displacement
can be given any harmonic energy `k` by a force-constant operator that agrees with `H` on `S`. -/
theorem undetected_energy [FiniteDimensional ℝ V] {ρ : G →* (V ≃ₗᵢ[ℝ] V)} {S : Set V}
    {H : V →ₗ[ℝ] V} (hH : IsForceConstant ρ H) (hS : orbitSpan ρ S ≠ ⊤) :
    ∃ v : V, v ≠ 0 ∧ ∀ k : ℝ, ∃ H' : V →ₗ[ℝ] V, IsForceConstant ρ H' ∧
      (∀ s ∈ S, H' s = H s) ∧ harmonicEnergy H' v = k := by
  obtain ⟨R, hR, hzero, hin⟩ := exists_blind_operator ρ S
  obtain ⟨u, hu⟩ : ∃ u, R u ≠ 0 := by
    by_contra h
    have h0 : ∀ u, R u = 0 := fun u => by_contra fun hu => h ⟨u, hu⟩
    exact hS (eq_top_iff.2 fun v _ => by simpa [h0 v] using hin v)
  have hRR : R (R u) = R u := by
    have h := hzero _ (hin u)
    rw [map_sub] at h
    exact (sub_eq_zero.1 h).symm
  refine ⟨R u, hu, fun k => ?_⟩
  have hp : inner ℝ (R u) (R u) ≠ 0 := fun h => hu (inner_self_eq_zero (𝕜 := ℝ).1 h)
  -- add the multiple of `R` that tunes the energy to `k`
  obtain ⟨c, hc⟩ : ∃ c : ℝ, c * inner ℝ (R u) (R u) = 2 * (k - harmonicEnergy H (R u)) :=
    ⟨_, div_mul_cancel₀ _ hp⟩
  refine ⟨H + c • R, ⟨fun x y => ?_, fun g v => ?_⟩, fun s hs => ?_, ?_⟩
  · simp only [LinearMap.add_apply, LinearMap.smul_apply, inner_add_left, inner_add_right,
      real_inner_smul_left, real_inner_smul_right]
    rw [hH.symm x y, hR.symm x y]
  · simp only [LinearMap.add_apply, LinearMap.smul_apply, hH.comm, hR.comm, map_add, map_smul]
  · have hs' : R s = 0 := hzero s (Submodule.subset_span ⟨1, s, hs, by rw [map_one]; rfl⟩)
    simp [hs']
  · simp only [harmonicEnergy, LinearMap.add_apply, LinearMap.smul_apply, inner_add_right,
      real_inner_smul_right, hRR] at hc ⊢
    linarith

/-- In finite dimension, a force-constant operator `H` is determined by its values on the
displacements `S` if and only if the symmetry images of `S` span all displacements. -/
theorem determined_iff_orbits_span [FiniteDimensional ℝ V] {ρ : G →* (V ≃ₗᵢ[ℝ] V)}
    {S : Set V} {H : V →ₗ[ℝ] V} (hH : IsForceConstant ρ H) :
    (∀ H' : V →ₗ[ℝ] V, IsForceConstant ρ H' → (∀ s ∈ S, H' s = H s) → H' = H) ↔
      orbitSpan ρ S = ⊤ := by
  refine ⟨fun h => ?_, fun hS H' hH' => eq_of_orbitSpan_eq_top hS hH hH'⟩
  by_contra hS
  obtain ⟨v, -, hv⟩ := undetected_energy hH hS
  obtain ⟨H', hH', hag, hE⟩ := hv (harmonicEnergy H v + 1)
  rw [h H' hH' hag] at hE
  linarith

/-- If no subspace except zero and the whole space is invariant under the group, the response
to one nonzero displacement `s` determines the force-constant operator. -/
theorem one_displacement_of_irreducible {ρ : G →* (V ≃ₗᵢ[ℝ] V)}
    (hirr : ∀ W : Submodule ℝ V, (∀ g, ∀ w ∈ W, ρ g w ∈ W) → W = ⊥ ∨ W = ⊤)
    {s : V} (hs : s ≠ 0) {H H' : V →ₗ[ℝ] V} (hH : IsForceConstant ρ H)
    (hH' : IsForceConstant ρ H') (h : H' s = H s) : H' = H := by
  have hmem : s ∈ orbitSpan ρ {s} :=
    Submodule.subset_span ⟨1, s, rfl, by rw [map_one]; rfl⟩
  rcases hirr _ (fun g w hw => orbitSpan_invariant ρ {s} g hw) with hb | ht
  · rw [hb] at hmem
    exact absurd ((Submodule.mem_bot ℝ).1 hmem) hs
  · refine eq_of_orbitSpan_eq_top ht hH hH' fun t ht' => ?_
    rw [Set.mem_singleton_iff.1 ht', h]

variable {ι : Type*} [Fintype ι] [MulAction G ι]

/-- The action on displacements, one coordinate per site, of a group that permutes the sites. -/
def siteAction (G ι : Type*) [Group G] [Fintype ι] [MulAction G ι] :
    G →* (EuclideanSpace ℝ ι ≃ₗᵢ[ℝ] EuclideanSpace ℝ ι) where
  toFun g := LinearIsometryEquiv.piLpCongrLeft 2 ℝ ℝ (MulAction.toPerm g)
  map_one' := by
    ext v i
    change v.ofLp ((1 : G)⁻¹ • i) = v.ofLp i
    simp
  map_mul' g h := by
    ext v i
    change v.ofLp ((g * h)⁻¹ • i) = v.ofLp (h⁻¹ • g⁻¹ • i)
    rw [mul_inv_rev, mul_smul]

/-- If the group carries every site to every other, with one coordinate per site, the response
to a unit displacement of a single site determines the force-constant operator. -/
theorem one_site_suffices [DecidableEq ι] [MulAction.IsPretransitive G ι] (i₀ : ι)
    {H H' : EuclideanSpace ℝ ι →ₗ[ℝ] EuclideanSpace ℝ ι}
    (hH : IsForceConstant (siteAction G ι) H) (hH' : IsForceConstant (siteAction G ι) H')
    (h : H' (WithLp.toLp 2 (Pi.single i₀ 1)) = H (WithLp.toLp 2 (Pi.single i₀ 1))) :
    H' = H := by
  refine eq_of_orbitSpan_eq_top (S := {WithLp.toLp 2 (Pi.single i₀ 1)}) ?_ hH hH' ?_
  · refine eq_top_iff.2 fun v _ => ?_
    have hv : v = ∑ i, v.ofLp i • WithLp.toLp 2 (Pi.single i (1 : ℝ)) := by
      ext j
      simp [Pi.single_apply]
    rw [hv]
    refine Submodule.sum_mem _ fun i _ => Submodule.smul_mem _ _ (Submodule.subset_span ?_)
    -- the unit displacement of site `i` is a symmetry image of that of `i₀`
    obtain ⟨g, rfl⟩ := MulAction.exists_smul_eq G i₀ i
    refine ⟨g, _, rfl, ?_⟩
    ext j
    change (Pi.single (g • i₀) (1 : ℝ) : ι → ℝ) j = (Pi.single i₀ (1 : ℝ) : ι → ℝ) (g⁻¹ • j)
    simp only [Pi.single_apply, inv_smul_eq_iff]
  · intro t ht
    rw [Set.mem_singleton_iff.1 ht, h]

/-- The force-constant operator of equal unit springs between all pairs of sites. -/
def springNetwork (ι : Type*) [Fintype ι] : EuclideanSpace ℝ ι →ₗ[ℝ] EuclideanSpace ℝ ι where
  toFun v := WithLp.toLp 2 fun i => ∑ j, (v.ofLp i - v.ofLp j)
  map_add' v w := by
    ext i
    change ∑ j, ((v.ofLp i + w.ofLp i) - (v.ofLp j + w.ofLp j)) =
      ∑ j, (v.ofLp i - v.ofLp j) + ∑ j, (w.ofLp i - w.ofLp j)
    rw [← Finset.sum_add_distrib]
    exact Finset.sum_congr rfl fun j _ => by ring
  map_smul' c v := by
    ext i
    change ∑ j, (c * v.ofLp i - c * v.ofLp j) = c * ∑ j, (v.ofLp i - v.ofLp j)
    rw [Finset.mul_sum]
    exact Finset.sum_congr rfl fun j _ => by ring

/-- The network of equal springs is a force-constant operator for every group that permutes
the sites. -/
theorem springNetwork_witness : IsForceConstant (siteAction G ι) (springNetwork ι) := by
  refine ⟨fun x y => ?_, fun g v => ?_⟩
  · have e : ∀ a b : EuclideanSpace ℝ ι, inner ℝ a b = ∑ i, a.ofLp i * b.ofLp i := by
      intro a b
      rw [PiLp.inner_apply]
      exact Finset.sum_congr rfl fun i _ => mul_comm _ _
    rw [e, e]
    change ∑ i, (∑ j, (x.ofLp i - x.ofLp j)) * y.ofLp i =
      ∑ i, x.ofLp i * ∑ j, (y.ofLp i - y.ofLp j)
    simp only [Finset.sum_sub_distrib, Finset.sum_const, nsmul_eq_mul, sub_mul, mul_sub,
      ← Finset.mul_sum, ← Finset.sum_mul]
    congr 1
    exact Finset.sum_congr rfl fun i _ => by ring
  · ext i
    change ∑ j, (v.ofLp (g⁻¹ • i) - v.ofLp (g⁻¹ • j)) = ∑ j, (v.ofLp (g⁻¹ • i) - v.ofLp j)
    -- relabelling the sites does not change the sum
    exact Equiv.sum_comp (MulAction.toPerm g⁻¹) fun j => v.ofLp (g⁻¹ • i) - v.ofLp j

end

end HessianFromDisplacements
```

```lean
#print axioms HessianFromDisplacements.energy_invariant_iff
#print axioms HessianFromDisplacements.determined_iff_orbits_span
#print axioms HessianFromDisplacements.one_displacement_of_irreducible
#print axioms HessianFromDisplacements.one_site_suffices
```

```
'HessianFromDisplacements.energy_invariant_iff' depends on axioms: [propext, Classical.choice, Quot.sound]
'HessianFromDisplacements.determined_iff_orbits_span' depends on axioms: [propext, Classical.choice, Quot.sound]
'HessianFromDisplacements.one_displacement_of_irreducible' depends on axioms: [propext, Classical.choice, Quot.sound]
'HessianFromDisplacements.one_site_suffices' depends on axioms: [propext, Classical.choice, Quot.sound]
```

## One Hessian, one set of displacements

The central theorem, `determined_iff_orbits_span`, concerns a single given Hessian `H`. Its left side says that every admissible `H'` with the same values on `S` equals `H`. Its right side, `orbitSpan ρ S = ⊤`, does not mention `H`, so whether the data suffice depends only on the group action and on `S`.

When the images do not span, `undetected_energy` says how badly the data fail. There is a nonzero displacement v to which an admissible `H'`, indistinguishable from `H` on `S`, can give any harmonic energy `k` whatever. In particular `k` can be negative, so the data and the constraints in `IsForceConstant` alone cannot certify that the reference structure is a minimum. The letter `k` is an energy here, not a spring constant.

Two special cases need only one displacement. In `one_displacement_of_irreducible`, no subspace other than zero and the whole space is invariant, and any nonzero displacement will do. An example is a single atom in a rigid cage of octahedral symmetry. In `one_site_suffices`, each site has one coordinate and the group carries every site to every other; displacing one site is then enough. This describes a regular ring of identical atoms moving perpendicular to its plane, with the rotations about the axis perpendicular to that plane as the group.

## Forces, symmetry operations and energy

A vector in `V` collects the displacements of all atoms from a reference structure. The map `ρ` sends each operation g to a linear isometry: in a molecule, it permutes equivalent atoms and applies the rotation, reflection or other point operation to their displacement vectors. Below, gv stands for `ρ g v`. If no forces act at the reference structure, the force at displacement v is −Hv in the harmonic approximation, so knowing `H s` means knowing the forces after displacing the atoms by s.

The predicate `IsForceConstant` names a property of the whole operator, not of a single number. Its field `symm` is the symmetry of second derivatives, and `comm` is the commutation with the group. The physical source of `comm` is that the potential energy is unchanged by operations that map the reference structure onto itself. For a symmetric operator, `energy_invariant_iff` shows that invariance of the harmonic energy is equivalent to `IsForceConstant`.

For sites with one coordinate each, `siteAction` fixes the convention (gv)ᵢ = v at site g⁻¹i. The operator `springNetwork`, with unit springs between all pairs of sites, is a concrete example that satisfies the definition for every group permuting the sites.

In finite-displacement calculations of vibrations and phonons, the criterion tells which force evaluations symmetry can replace, within the harmonic model and for a finite molecule or supercell. The step left to the user is the passage from computed forces to `H s`: a force difference at a finite step also contains anharmonic terms and numerical noise.

The necessity of spanning refers to the constraints in `IsForceConstant` alone. Extra knowledge, such as vanishing forces under a uniform translation, shrinks the set of competing Hessians, and fewer displacements may then be enough.

## From invariant energy to commutation

Write E(v) = ½⟨v, Hv⟩. Expanding and using the symmetry of H gives

E(x + y) − E(x) − E(y) = ½⟨x, Hy⟩ + ½⟨y, Hx⟩ = ⟨x, Hy⟩.

The energy therefore fixes the bilinear form; this is `polar` in the proof. If E is invariant under g, then

⟨gu, H(gv)⟩ = ⟨u, Hv⟩ = ⟨gu, g(Hv)⟩.

Since g is surjective, gu is an arbitrary vector, and H(gv) = g(Hv). Conversely, commutation gives

E(gv) = ½⟨gv, g(Hv)⟩ = ½⟨v, Hv⟩ = E(v).

## Spanning images are enough

If the images span, every displacement is a finite sum v = Σₐ cₐ gₐsₐ with sₐ in S and real coefficients cₐ. Linearity and commutation give

Hv = Σₐ cₐ gₐ(Hsₐ).

The right side contains only known forces, up to sign. In `eq_of_orbitSpan_eq_top`, `LinearMap.ext_on` reduces equality of two operators to the spanning vectors, and the final rewrite is H'(gs) = g(H's) = g(Hs) = H(gs).

Commutation is essential here. Take two sites with one coordinate each, exchanged by the group, and let S contain only the unit displacement (1, 0). Its images span. Yet H = 0 and H'(x, y) = (0, y) are both symmetric and agree on S. They differ because H' ties only the second site to its position and so breaks the exchange symmetry. It is thus not enough to require that H' be symmetric.

## A projector that the data cannot see

Let W be the span of the images. An operation g sends hs to (gh)s, so it maps W into itself; this is `orbitSpan_invariant`. In finite dimension there is an orthogonal projector R onto the complement of W, so that v − Rv lies in W and Rv is orthogonal to W. The lemma `exists_blind_operator` checks that R is itself an admissible Hessian.

It is symmetric because

⟨Rx, y⟩ = ⟨Rx, Ry⟩ = ⟨x, Ry⟩.

For commutation, take w in W. Then

⟨w, g(Rv)⟩ = ⟨g⁻¹w, Rv⟩ = 0,

so g(Rv) is orthogonal to W, as is R(gv). Their difference is also

R(gv) − g(Rv) = g(v − Rv) − (gv − R(gv)),

which lies in W. A vector that lies in W and is orthogonal to W has zero norm, hence R(gv) = g(Rv). The same argument gives Rw = 0 for w in W, since Rw = w − (w − Rw) lies in W as well.

Suppose now that W is not the whole space. Then Ru ≠ 0 for some u, as otherwise every v = v − Rv would lie in W. Put p = Ru. Since u − Ru lies in W, R annihilates it, and Rp = p. For a real number c, the operator H' = H + cR is admissible and agrees with H on S, while

½⟨p, H'p⟩ = E(p) + ½c⟨p, p⟩.

The choice c = 2(k − E(p))/⟨p, p⟩ makes this energy equal to k, which proves `undetected_energy`. The main theorem takes k = E(p) + 1: the resulting H' matches the data but differs from H, so determination forces the images to span.

## Why one displacement can be enough

For an irreducible action, the span of the images of s is invariant and contains s ≠ 0, so it is the whole space. For transitively permuted sites, the images of one unit displacement are the unit displacements of all sites, and these form a basis. Both proofs then apply `eq_of_orbitSpan_eq_top`.

For the spring network, the operator is

(Hv)ᵢ = Σⱼ (vᵢ − vⱼ).

Its symmetry follows by expanding the double sums in ⟨Hx, y⟩ and ⟨x, Hy⟩. It commutes with the group because relabelling the sites only reorders the sum over j, which is the step `Equiv.sum_comp`.
